# The Trotter ground energy of aZ + bX lies above the exact one for nonzero a, b and small time steps

An eigenvalue $e^{-iEt}$ of a Trotter step fixes the energy $E$ only up to multiples of $2\pi/t$, so a "Trotter ground energy" needs a choice of branch. Here $E$ is restricted to $|Et|\le\pi$, and the ground energy is the least value in that window. The Hamiltonian is $H=aZ+bX$ with real $a,b$, the time step is $t>0$, and $\hbar=1$.

In Lean 4 with Mathlib:

```lean
import Mathlib

open Filter Topology Matrix NormedSpace

namespace TrotterEnergySign

noncomputable section

/-- The Pauli matrix Z. -/
def pauliZ : Matrix (Fin 2) (Fin 2) ℂ := !![1, 0; 0, -1]
```

This is $Z=\mathrm{diag}(1,-1)$. The notation `!![...]` lists a matrix row by row, and `Fin 2` labels the two basis states.

```lean
/-- The Pauli matrix X. -/
def pauliX : Matrix (Fin 2) (Fin 2) ℂ := !![0, 1; 1, 0]
```

This is $X$, which exchanges the two basis states.

```lean
/-- One Trotter step `exp(-i t a Z) exp(-i t b X)`. -/
def trotterStep (a b t : ℝ) : Matrix (Fin 2) (Fin 2) ℂ :=
  NormedSpace.exp ((-(((a * t : ℝ) : ℂ) * Complex.I)) • pauliZ) *
    NormedSpace.exp ((-(((b * t : ℝ) : ℂ) * Complex.I)) • pauliX)
```

The step is $T(t)=e^{-itaZ}e^{-itbX}$, with true matrix exponentials. The $X$ rotation acts first.

```lean
/-- The Trotter phase `arccos (cos at cos bt)`. -/
def trotterPhase (a b t : ℝ) : ℝ := Real.arccos (Real.cos (a * t) * Real.cos (b * t))
```

The phase is $f(t)=\arccos(\cos at\,\cos bt)$, which lies in $[0,\pi]$.

```lean
/-- Minus the Trotter phase divided by `t`; for `t > 0` this is the Trotter ground energy. -/
def trotterGroundEnergy (a b t : ℝ) : ℝ := -(trotterPhase a b t / t)
```

The Trotter ground energy is $-f/t$. At this point it is only a formula; its spectral meaning is proved below.

```lean
/-- The exact ground energy `-√(a² + b²)`. -/
def exactGroundEnergy (a b : ℝ) : ℝ := -√(a ^ 2 + b ^ 2)
```

The exact ground energy is $-r$ with $r=\sqrt{a^2+b^2}$, again a formula to be justified.

```lean
/-- Closed forms of the exponentials of `zZ` and `zX` for complex `z`. -/
theorem exp_pauli (z : ℂ) :
    NormedSpace.exp (z • pauliZ) = !![Complex.exp z, 0; 0, Complex.exp (-z)] ∧
    NormedSpace.exp (z • pauliX) =
      !![Complex.cosh z, Complex.sinh z; Complex.sinh z, Complex.cosh z] := by
  have hZ : NormedSpace.exp (z • pauliZ) = !![Complex.exp z, 0; 0, Complex.exp (-z)] := by
    have hd : z • pauliZ = Matrix.diagonal ![z, -z] := by
      ext i j
      fin_cases i <;> fin_cases j <;> simp [pauliZ]
    have hv : NormedSpace.exp ![z, -z] = ![Complex.exp z, Complex.exp (-z)] := by
      funext i
      exact (map_exp (Pi.evalRingHom (fun _ : Fin 2 => ℂ) i) (continuous_apply i) _).trans
        (by fin_cases i <;> simp [Complex.exp_eq_exp_ℂ])
    rw [hd, Matrix.exp_diagonal, hv]
    ext i j
    fin_cases i <;> fin_cases j <;> simp
  refine ⟨hZ, ?_⟩
  -- X is Z conjugated by the (unnormalised) Hadamard matrix
  let U : (Matrix (Fin 2) (Fin 2) ℂ)ˣ :=
    ⟨!![1, 1; 1, -1], !![1/2, 1/2; 1/2, -1/2],
      by ext i j; fin_cases i <;> fin_cases j <;> norm_num [Matrix.mul_apply, Fin.sum_univ_succ],
      by ext i j; fin_cases i <;> fin_cases j <;> norm_num [Matrix.mul_apply, Fin.sum_univ_succ]⟩
  have h1 : U.val * (z • pauliZ) * U⁻¹.val = z • pauliX := by
    change !![1, 1; 1, -1] * _ * !![1/2, 1/2; 1/2, -1/2] = _
    ext i j
    fin_cases i <;> fin_cases j <;>
      simp [pauliZ, pauliX, Matrix.mul_apply, Fin.sum_univ_succ] <;> ring
  rw [← h1, Matrix.exp_units_conj, hZ]
  change !![1, 1; 1, -1] * _ * !![1/2, 1/2; 1/2, -1/2] = _
  ext i j
  fin_cases i <;> fin_cases j <;>
    simp [Complex.cosh, Complex.sinh, Matrix.mul_apply, Fin.sum_univ_succ] <;> ring
```

A theorem gives its statement before `:= by` and its proof after. For complex $z$, this one says
$$e^{zZ}=\begin{pmatrix}e^z&0\\0&e^{-z}\end{pmatrix},\qquad e^{zX}=\begin{pmatrix}\cosh z&\sinh z\\ \sinh z&\cosh z\end{pmatrix}.$$
The first is the exponential of a diagonal matrix. For the second, the proof's `U` is $\sqrt2$ times the normalised Hadamard matrix, and $UZU^{-1}=X$. Hence $e^{zX}=Ue^{zZ}U^{-1}$, whose entries are $(e^z\pm e^{-z})/2$.

```lean
/-- A number `z` is an eigenvalue of `M` exactly when `det (M - z) = 0`. -/
theorem eigenvalue_iff (M : Matrix (Fin 2) (Fin 2) ℂ) (z : ℂ) :
    (∃ v : Fin 2 → ℂ, v ≠ 0 ∧ M *ᵥ v = z • v) ↔ (M - z • 1).det = 0 := by
  rw [← Matrix.exists_mulVec_eq_zero_iff]
  simp only [Matrix.sub_mulVec, Matrix.smul_mulVec, Matrix.one_mulVec, sub_eq_zero]
```

A nonzero $v$ with $Mv=zv$ exists exactly when $\det(M-z)=0$. The symbol `*ᵥ` applies a matrix to a vector.

```lean
/-- The phase factor `exp(-iθ)` is an eigenvalue of the Trotter step exactly when
`cos θ = cos at cos bt`. -/
theorem trotter_eigenphase (a b t θ : ℝ) :
    (∃ v : Fin 2 → ℂ, v ≠ 0 ∧
      trotterStep a b t *ᵥ v = Complex.exp (-((θ : ℂ) * Complex.I)) • v) ↔
    Real.cos θ = Real.cos (a * t) * Real.cos (b * t) := by
  have gen : ∀ p p' C S w w' : ℂ, p * p' = 1 → C ^ 2 - S ^ 2 = 1 → w * w' = 1 →
      (!![p, 0; 0, p'] * !![C, S; S, C] - w • (1 : Matrix (Fin 2) (Fin 2) ℂ)).det =
        w * (w + w' - (p + p') * C) := by
    intro p p' C S w w' h1 h2 h3
    rw [Matrix.det_fin_two]
    simp
    linear_combination (C ^ 2 - S ^ 2) * h1 + h2 - h3
  have ee : ∀ x : ℂ, Complex.exp x * Complex.exp (-x) = 1 := fun x => by
    rw [← Complex.exp_add, add_neg_cancel, Complex.exp_zero]
  have two : ∀ x : ℂ, Complex.exp (-(x * Complex.I)) + Complex.exp (-(-(x * Complex.I))) =
      2 * Complex.cos x := fun x => by
    rw [Complex.cos, neg_neg, neg_mul]
    ring
  rw [eigenvalue_iff, trotterStep, (exp_pauli _).1, (exp_pauli _).2,
    gen _ _ _ _ _ _ (ee _) (Complex.cosh_sq_sub_sinh_sq _) (ee _), two, two, Complex.cosh_neg,
    Complex.cosh_mul_I, mul_eq_zero, or_iff_right (Complex.exp_ne_zero _), sub_eq_zero,
    mul_assoc, mul_right_inj' two_ne_zero]
  exact_mod_cast Iff.rfl
```

The number $e^{-i\theta}$ is an eigenvalue of $T(t)$ exactly when $\cos\theta=\cos at\cos bt$. To see this, write $p=e^{-iat}$, $C=\cos bt$, $S=-i\sin bt$ and $w=e^{-i\theta}$. Since $C^2-S^2=1$,
$$\det(T-w)=\det\begin{pmatrix}pC-w&pS\\p^{-1}S&p^{-1}C-w\end{pmatrix}=1-w(p+p^{-1})C+w^2=2w(\cos\theta-\cos at\cos bt),$$
and $w\neq0$. The auxiliary statement `gen` is this determinant, `ee` supplies the inverse phases, and `two` turns their sums into cosines.

```lean
/-- The exact ground energy is the least eigenvalue of `a Z + b X`. -/
theorem exactGroundEnergy_isLeast (a b : ℝ) :
    IsLeast {E : ℝ | ∃ v : Fin 2 → ℂ, v ≠ 0 ∧
      ((a : ℂ) • pauliZ + (b : ℂ) • pauliX) *ᵥ v = (E : ℂ) • v} (exactGroundEnergy a b) := by
  have key : ∀ E : ℝ, (∃ v : Fin 2 → ℂ, v ≠ 0 ∧
      ((a : ℂ) • pauliZ + (b : ℂ) • pauliX) *ᵥ v = (E : ℂ) • v) ↔ E ^ 2 = a ^ 2 + b ^ 2 := by
    intro E
    have hd : ((a : ℂ) • pauliZ + (b : ℂ) • pauliX - (E : ℂ) • 1).det =
        ((E ^ 2 - (a ^ 2 + b ^ 2) : ℝ) : ℂ) := by
      rw [Matrix.det_fin_two]
      simp [pauliX, pauliZ]
      ring
    rw [eigenvalue_iff, hd, Complex.ofReal_eq_zero, sub_eq_zero]
  refine ⟨(key _).2 ?_, fun E hE => neg_le_of_abs_le (Real.abs_le_sqrt ((key E).1 hE).le)⟩
  rw [exactGroundEnergy, neg_sq, Real.sq_sqrt (by positivity)]
```

`IsLeast` says that a number belongs to a set and is a lower bound for it. Here the set is the real eigenvalues of $H$. Since $\det(H-E)=E^2-a^2-b^2$, these are $\pm r$, and $-r$ is the least.

```lean
/-- The cosine of the Trotter phase is `cos at cos bt`. -/
theorem cos_trotterPhase (a b t : ℝ) :
    Real.cos (trotterPhase a b t) = Real.cos (a * t) * Real.cos (b * t) := by
  have h : |Real.cos (a * t) * Real.cos (b * t)| ≤ 1 := by
    rw [abs_mul]
    exact mul_le_one₀ (Real.abs_cos_le_one _) (abs_nonneg _) (Real.abs_cos_le_one _)
  exact Real.cos_arccos (abs_le.1 h).1 (abs_le.1 h).2
```

The product of two cosines lies in $[-1,1]$, so the arccosine inverts correctly and $\cos f=\cos at\cos bt$.

```lean
/-- For `t > 0` the Trotter ground energy is the least `E` with `|E t| ≤ π` for which
`exp(-iEt)` is an eigenvalue of the Trotter step. -/
theorem trotterGroundEnergy_isLeast (a b : ℝ) {t : ℝ} (ht : 0 < t) :
    IsLeast {E : ℝ | |E * t| ≤ Real.pi ∧ ∃ v : Fin 2 → ℂ, v ≠ 0 ∧
      trotterStep a b t *ᵥ v = Complex.exp (-(((E * t : ℝ) : ℂ) * Complex.I)) • v}
      (trotterGroundEnergy a b t) := by
  have hE : trotterGroundEnergy a b t * t = -trotterPhase a b t := by
    rw [trotterGroundEnergy, neg_mul, div_mul_cancel₀ _ ht.ne']
  have fp : 0 ≤ trotterPhase a b t := Real.arccos_nonneg _
  refine ⟨⟨?_, (trotter_eigenphase a b t _).2 ?_⟩, fun E h => le_of_mul_le_mul_right ?_ ht⟩
  · rw [hE, abs_neg, abs_of_nonneg fp]
    exact Real.arccos_le_pi _
  · rw [hE, Real.cos_neg, cos_trotterPhase]
  · rw [hE, trotterPhase, ← (trotter_eigenphase a b t _).1 h.2, ← Real.cos_abs,
      Real.arccos_cos (abs_nonneg _) h.1]
    exact neg_abs_le _
```

This justifies the name of $-f/t$. It lies in the window because $0\le f\le\pi$, and it gives an eigenvalue because $\cos(-f)=\cos f$. For any other admissible $E$, $\cos|Et|=\cos f$ with both arguments in $[0,\pi]$. Thus $|Et|=f$, so $Et\ge-f$ and $E\ge-f/t$.

```lean
/-- The quartic Taylor coefficient of `cos kt` at `t = 0` is `k⁴/24`, as a limit from the right. -/
theorem cos_quartic (k : ℝ) :
    Tendsto (fun t : ℝ => (Real.cos (k * t) - 1 + (k * t) ^ 2 / 2) / t ^ 4)
      (𝓝[>] 0) (𝓝 (k ^ 4 / 24)) := by
  obtain ⟨m, rfl⟩ : ∃ m, k = 2 * m := ⟨k / 2, by ring⟩
  have hid : Tendsto (fun t : ℝ => t) (𝓝[>] 0) (𝓝 0) := nhdsWithin_le_nhds
  -- cubic term of the sine
  have h0 : Tendsto (fun t : ℝ => (m * t - Real.sin (m * t)) / t ^ 3 - m ^ 3 / 6)
      (𝓝[>] 0) (𝓝 0) := by
    refine squeeze_zero_norm' (a := fun t => |m| ^ 5 / 100 * t ^ 2) ?_
      (by simpa using (hid.pow 2).const_mul (|m| ^ 5 / 100))
    have hs : Tendsto (fun t : ℝ => |m * t|) (𝓝[>] 0) (𝓝 0) := by
      simpa using (hid.const_mul m).abs
    filter_upwards [hs.eventually_lt_const one_pos, self_mem_nhdsWithin] with t h1 ht
    have ht : 0 < t := ht
    have e : (m * t - Real.sin (m * t)) / t ^ 3 - m ^ 3 / 6 =
        -(Real.sin (m * t) - (m * t - (m * t) ^ 3 / 6)) / t ^ 3 := by
      generalize Real.sin (m * t) = s
      field_simp
      ring
    rw [e, Real.norm_eq_abs, abs_div, abs_neg, abs_of_pos (pow_pos ht 3),
      div_le_iff₀ (pow_pos ht 3)]
    refine (Real.sin_bound h1.le).trans (le_of_eq ?_)
    rw [abs_mul, abs_of_pos ht]
    ring
  have h1 := h0.add_const (m ^ 3 / 6)
  simp only [sub_add_cancel, zero_add] at h1
  have h := (h1.const_mul 2).mul (((hid.pow 2).mul h1).const_sub (2 * m))
  rw [show (2 * m) ^ 4 / 24 = 2 * (m ^ 3 / 6) * (2 * m - 0 ^ 2 * (m ^ 3 / 6)) by ring]
  refine h.congr' ?_
  filter_upwards [self_mem_nhdsWithin] with t ht
  have ht : t ≠ 0 := ne_of_gt ht
  have c : Real.cos (2 * m * t) = 1 - 2 * Real.sin (m * t) ^ 2 := by
    rw [mul_assoc, Real.cos_two_mul]
    linear_combination 2 * Real.sin_sq_add_cos_sq (m * t)
  rw [c]
  generalize Real.sin (m * t) = s
  field_simp
  ring
```

`Tendsto` expresses a limit, and `𝓝[>] 0` means that $t$ approaches zero from above. The statement is
$$\frac{\cos kt-1+(kt)^2/2}{t^4}\to\frac{k^4}{24}.$$
Set $k=2m$ and $q=(mt-\sin mt)/t^3$. A bound on the sine's Taylor remainder gives $q\to m^3/6$, by squeezing. Since $\cos2mt=1-2\sin^2mt$, the quotient equals
$$\frac{2(mt-\sin mt)(mt+\sin mt)}{t^4}=2q(2m-t^2q)\to\frac{2m^4}{3}=\frac{k^4}{24}.$$

```lean
/-- If `a` and `b` are nonzero, the Trotter error of the ground energy divided by `t²` tends,
as `t` decreases to zero, to the positive number `a²b² / (6√(a² + b²))`. -/
theorem trotter_energy_error {a b : ℝ} (ha : a ≠ 0) (hb : b ≠ 0) :
    0 < a ^ 2 * b ^ 2 / (6 * √(a ^ 2 + b ^ 2)) ∧
    Tendsto (fun t => (trotterGroundEnergy a b t - exactGroundEnergy a b) / t ^ 2)
      (𝓝[>] 0) (𝓝 (a ^ 2 * b ^ 2 / (6 * √(a ^ 2 + b ^ 2)))) := by
  have r0 : 0 < √(a ^ 2 + b ^ 2) := Real.sqrt_pos.2 (by positivity)
  have r2 : √(a ^ 2 + b ^ 2) ^ 2 = a ^ 2 + b ^ 2 := Real.sq_sqrt (by positivity)
  refine ⟨by positivity, ?_⟩
  have hf : Continuous (trotterPhase a b) := by
    change Continuous fun t => Real.arccos (Real.cos (a * t) * Real.cos (b * t))
    exact Real.continuous_arccos.comp (by fun_prop)
  have f0 : trotterPhase a b 0 = 0 := by simp [trotterPhase]
  have fp : ∀ t, 0 ≤ trotterPhase a b t := fun t => Real.arccos_nonneg _
  have fc := cos_trotterPhase a b
  unfold exactGroundEnergy trotterGroundEnergy
  generalize √(a ^ 2 + b ^ 2) = r at r0 r2 ⊢
  generalize trotterPhase a b = f at hf f0 fp fc ⊢
  -- the cosines differ at fourth order
  have hD : Tendsto (fun t : ℝ => (Real.cos (a * t) * Real.cos (b * t) - Real.cos (r * t)) / t ^ 4)
      (𝓝[>] 0) (𝓝 (a ^ 2 * b ^ 2 / 6)) := by
    have h := (((cos_quartic (a + b)).add (cos_quartic (a - b))).div_const 2).sub (cos_quartic r)
    rw [show a ^ 2 * b ^ 2 / 6 = ((a + b) ^ 4 / 24 + (a - b) ^ 4 / 24) / 2 - r ^ 4 / 24 by
      linear_combination ((r ^ 2 + a ^ 2 + b ^ 2) / 24) * r2]
    refine h.congr fun t => ?_
    rw [show Real.cos ((a + b) * t) = _ by rw [add_mul, Real.cos_add],
      show Real.cos ((a - b) * t) = _ by rw [sub_mul, Real.cos_sub]]
    linear_combination (-(t ^ 2 / (2 * t ^ 4))) * r2
  have hS : ∀ s : ℝ, Tendsto (fun t => Real.sinc ((f t + s * t) / 2)) (𝓝[>] 0) (𝓝 1) := by
    intro s
    have hc : Continuous fun t => Real.sinc ((f t + s * t) / 2) :=
      Real.continuous_sinc.comp (by fun_prop)
    simpa [f0] using (hc.tendsto 0).mono_left (nhdsWithin_le_nhds (s := Set.Ioi 0))
  have hsin : ∀ x : ℝ, Real.sin x = x * Real.sinc x := by
    intro x
    rcases eq_or_ne x 0 with rfl | h
    · simp
    · rw [Real.sinc_of_ne_zero h, mul_div_cancel₀ _ h]
  -- error of the squared energy
  have hG : Tendsto (fun t => (r ^ 2 - (f t / t) ^ 2) / t ^ 2) (𝓝[>] 0)
      (𝓝 (a ^ 2 * b ^ 2 / 3)) := by
    have h := (hD.const_mul 2).div ((hS r).mul (hS (-r))) (by norm_num)
    rw [show a ^ 2 * b ^ 2 / 3 = 2 * (a ^ 2 * b ^ 2 / 6) / (1 * 1) by ring]
    refine h.congr' ?_
    filter_upwards [self_mem_nhdsWithin, (hS r).eventually_ne one_ne_zero,
      (hS (-r)).eventually_ne one_ne_zero] with t ht h1 h2
    have ht : t ≠ 0 := ne_of_gt ht
    have hc : Real.cos (a * t) * Real.cos (b * t) - Real.cos (r * t) =
        (r ^ 2 * t ^ 2 - f t ^ 2) / 2 *
        (Real.sinc ((f t + r * t) / 2) * Real.sinc ((f t + -r * t) / 2)) := by
      rw [← fc, Real.cos_sub_cos, show (f t - r * t) / 2 = (f t + -r * t) / 2 by ring,
        hsin ((f t + r * t) / 2), hsin ((f t + -r * t) / 2)]
      ring
    change 2 * ((Real.cos (a * t) * Real.cos (b * t) - Real.cos (r * t)) / t ^ 4) /
      (Real.sinc ((f t + r * t) / 2) * Real.sinc ((f t + -r * t) / 2)) = _
    rw [hc]
    generalize Real.sinc ((f t + r * t) / 2) = p at h1 ⊢
    generalize Real.sinc ((f t + -r * t) / 2) = q at h2 ⊢
    field_simp
  have hu : Tendsto (fun t => f t / t) (𝓝[>] 0) (𝓝 r) := by
    have hid : Tendsto (fun t : ℝ => t) (𝓝[>] 0) (𝓝 0) := nhdsWithin_le_nhds
    have h := (((hid.pow 2).mul hG).const_sub (r ^ 2)).sqrt
    rw [show r ^ 2 - 0 ^ 2 * (a ^ 2 * b ^ 2 / 3) = r ^ 2 by ring, Real.sqrt_sq r0.le] at h
    refine h.congr' ?_
    filter_upwards [self_mem_nhdsWithin] with t ht
    have ht : 0 < t := ht
    rw [mul_div_cancel₀ _ (pow_ne_zero 2 ht.ne'), sub_sub_cancel,
      Real.sqrt_sq (div_nonneg (fp t) ht.le)]
  -- divide by the sum of the absolute values of the two energies
  have h := hG.div (hu.const_add r) (by positivity)
  rw [show a ^ 2 * b ^ 2 / (6 * r) = a ^ 2 * b ^ 2 / 3 / (r + r) by field_simp; ring]
  refine h.congr' ?_
  filter_upwards [self_mem_nhdsWithin] with t ht
  have ht : 0 < t := ht
  have hn : 0 ≤ f t / t := div_nonneg (fp t) ht.le
  change (r ^ 2 - (f t / t) ^ 2) / t ^ 2 / (r + f t / t) = (-(f t / t) - -r) / t ^ 2
  generalize f t / t = u at hn ⊢
  have hne : r + u ≠ 0 := by positivity
  field_simp
  ring
```

For nonzero $a,b$ of either sign, the theorem gives a positive limit:
$$\frac{(-f/t)-(-r)}{t^2}\to\frac{a^2b^2}{6r}>0.$$

First, `hD` compares cosines. Use $\cos at\cos bt=\tfrac12[\cos(a+b)t+\cos(a-b)t]$ and subtract $\cos rt$. The constant terms cancel, and so do the quadratic ones, because $\tfrac12[(a+b)^2+(a-b)^2]=r^2$. The quartic coefficient that remains is
$$\frac{(a+b)^4+(a-b)^4}{48}-\frac{r^4}{24}=\frac{a^2b^2}{6}.$$

Next, let $\operatorname{sinc}x=\sin x/x$, with $\operatorname{sinc}0=1$. The difference of cosines factors as
$$\cos f-\cos rt=\frac{r^2t^2-f^2}{2}\,\operatorname{sinc}\frac{f+rt}{2}\,\operatorname{sinc}\frac{f-rt}{2}.$$
As $f$ is continuous and $f(0)=0$, both sinc factors tend to 1; this is `hS`. Dividing by $t^4$ then gives `hG`:
$$\frac{r^2-(f/t)^2}{t^2}\to\frac{a^2b^2}{3}.$$

Multiplying by $t^2$ shows $(f/t)^2\to r^2$, and $f/t\ge0$ selects $f/t\to r$, which is `hu`. Finally, $r-f/t=[r^2-(f/t)^2]/(r+f/t)$, and the denominator tends to $2r$. In the code, `filter_upwards` collects what holds for small positive $t$, such as nonzero denominators, and `field_simp` and `ring` do the algebra.

```lean
/-- If `a` and `b` are nonzero, the Trotter ground energy lies strictly above the exact one
for all sufficiently small `t > 0`. -/
theorem exact_lt_trotter {a b : ℝ} (ha : a ≠ 0) (hb : b ≠ 0) :
    ∀ᶠ t in 𝓝[>] 0, exactGroundEnergy a b < trotterGroundEnergy a b t := by
  obtain ⟨hpos, hlim⟩ := trotter_energy_error ha hb
  filter_upwards [hlim.eventually_const_lt hpos] with t h
  by_contra hn
  exact absurd h (not_lt_of_ge (div_nonpos_of_nonpos_of_nonneg
    (sub_nonpos.2 (not_lt.1 hn)) (sq_nonneg t)))

end

end TrotterEnergySign
```

The notation `∀ᶠ t in 𝓝[>] 0` means that some $\delta>0$ exists such that the inequality $-r<-f/t$ holds whenever $0<t<\delta$. The theorem gives no value for $\delta$. The proof is short: a quotient with a positive limit is eventually positive, and its denominator $t^2$ cannot change the sign. If $a$ or $b$ vanishes, the two exponentials commute and the error is zero for small $t$, so strictness needs both to be nonzero.

In phase estimation on a quantum computer, $T(t)$ is the gate $R_x(2bt)$ followed by $R_z(2at)$, where $R_P(\theta)=e^{-i\theta P/2}$, applied in controlled form and repeated. On the Trotter ground state the eigenvalue is $e^{if}$, and the measured phase $f$ is converted to the energy $-f/t$. For $a=b=1$ and $t=0.1$, this energy is about $-1.4130$, against the exact $-1.4142$. For this one-qubit, two-term Hamiltonian, a small first-order Trotter step therefore gives a ground energy that is too high, by an amount of order $t^2$.

```lean
#print axioms TrotterEnergySign.exactGroundEnergy_isLeast
#print axioms TrotterEnergySign.trotterGroundEnergy_isLeast
#print axioms TrotterEnergySign.exact_lt_trotter
```

```
'TrotterEnergySign.exactGroundEnergy_isLeast' depends on axioms: [propext, Classical.choice, Quot.sound]
'TrotterEnergySign.trotterGroundEnergy_isLeast' depends on axioms: [propext, Classical.choice, Quot.sound]
'TrotterEnergySign.exact_lt_trotter' depends on axioms: [propext, Classical.choice, Quot.sound]
```
